# A matrix product operator of bond dimension three for pair couplings $\lambda^{j-i-1}$

A Hamiltonian that couples every pair of sites on a chain of $N$ sites has $N(N-1)/2$ pair terms. If each term is written as its own product operator and the results are added block by block, the bond dimension of the sum grows as $N^2$. A compact site matrix avoids this when the coupling has the right form, but a compact matrix with one factor of $\lambda$ too many still runs, and the simulation then answers for a different Hamiltonian.

The matrix treated here is

$$W_k=\begin{pmatrix}1&a_k&h_k\\0&\lambda&b_k\\0&0&1\end{pmatrix},\qquad k=0,1,\dots,N-1,$$

where $\lambda$ is a complex number and $h_k,a_k,b_k$ are operators belonging to site $k$. The top-right entry of $W_0W_1\cdots W_{N-1}$ is

$$\sum_{k<N}h_k+\sum_{i<j<N}\lambda^{\,j-i-1}a_ib_j .$$

This bears on matrix product simulations of finite chains whose long-range coupling is one operator product $a_ib_j$ for each pair $i<j$, with a strength exponential in the distance, or, with a larger matrix, a finite sum of such couplings.

## Operators as matrix entries

The operators are elements of one associative algebra $A$ with unit, which need not be commutative. For a spin chain, $A$ is the algebra of operators on the whole chain, and $a_k$ stands for $1\otimes\cdots\otimes a\otimes\cdots\otimes1$ with $a$ in position $k$. Multiplying such embedded operators does the work of the tensor product between site tensors. The file starts with a ring; the complex scalars come in when $\lambda$ is needed.

```lean
import Mathlib

noncomputable section

namespace MatrixProductHamiltonian

variable {A : Type*} [Ring A]
```

The chain is the product of the site matrices from left to right,

$$P_N=W_0W_1\cdots W_{N-1},\qquad P_0=1 .$$

```lean
/-- The product `W 0 * W 1 * ⋯ * W (N - 1)` of operator-valued site matrices, in the order of
the sites of the chain. -/
def orderedProduct {n : Type*} [Fintype n] [DecidableEq n]
    (W : ℕ → Matrix n n A) (N : ℕ) : Matrix n n A :=
  ((List.range N).map W).prod
```

`W` assigns a matrix to every natural number, but `orderedProduct W N` uses only the first `N` of them. The index type `n` labels the bond states, so its size is the bond dimension.

Adding a site at the right end multiplies on the right:

$$P_{N+1}=P_NW_N .$$

```lean
/-- Appending a site to the chain multiplies the ordered product on the right by the matrix of
that site. -/
theorem orderedProduct_succ {n : Type*} [Fintype n] [DecidableEq n]
    (W : ℕ → Matrix n n A) (N : ℕ) :
    orderedProduct W (N + 1) = orderedProduct W N * W N := by
  simp [orderedProduct, List.range_succ]
```

The definition uses `List.prod` for the sake of the order of the factors. Mathlib's product over a finite set, `Finset.prod`, requires commuting factors, since a set has no order, and the site matrices do not commute. A list keeps its order. The lemma `List.range_succ` says that the list $0,\dots,N$ is the list $0,\dots,N-1$ with $N$ appended, and the product of an appended list is the product of the two parts in the same order. Every induction below adds one site by means of this recursion.

## Open and completed interactions

The site matrix is entered as displayed above, with the number $\lambda$ in the centre read as $\lambda$ times the unit of $A$.

```lean
variable [Algebra ℂ A]

/-- The site matrix with rows `(1, a k, h k)`, `(0, lam, b k)` and `(0, 0, 1)`. -/
def siteMatrix (lam : ℂ) (a b h : ℕ → A) (k : ℕ) : Matrix (Fin 3) (Fin 3) A :=
  !![1, a k, h k; 0, lam • 1, b k; 0, 0, 1]
```

Rows and columns are numbered 0, 1, 2, so the top-right entry is `0 2`. Selecting it amounts to closing the chain with the boundary vectors $(1,0,0)$ on the left and $(0,0,1)^T$ on the right.

Bond state 1 means that an interaction has begun at some site $i$ and still waits for its partner. Since it picks up one $\lambda$ at each site it passes, the sum of all such interactions after $N$ sites is

$$S_N=\sum_{i<N}\lambda^{N-i-1}a_i .$$

```lean
/-- The sum of all interactions begun on the first `N` sites and not yet completed: `a i` carries
one factor `lam` for each site passed since site `i`. -/
def openString (lam : ℂ) (a : ℕ → A) (N : ℕ) : A :=
  ∑ i ∈ Finset.range N, lam ^ (N - i - 1) • a i
```

Subtraction of natural numbers in Lean stops at zero, but here $i<N$, so the exponent has its ordinary value.

Separating the last term of $S_{N+1}$ gives

$$S_{N+1}=\sum_{i<N}\lambda^{N-i}a_i+a_N=\lambda S_N+a_N .$$

```lean
/-- At a new site every open interaction gains a factor `lam`, and a new one begins. -/
theorem openString_succ (lam : ℂ) (a : ℕ → A) (N : ℕ) :
    openString lam a (N + 1) = lam • openString lam a N + a N := by
  unfold openString
  rw [Finset.sum_range_succ, Finset.smul_sum]
  congr 1
  · refine Finset.sum_congr rfl fun i hi => ?_
    have hi' := Finset.mem_range.mp hi
    rw [show N + 1 - i - 1 = (N - i - 1) + 1 by omega, pow_succ', mul_smul]
  · simp
```

`Finset.sum_range_succ` splits off the term $i=N$, whose exponent is zero. For the others, `omega` confirms that the exponent has risen by one, and `pow_succ'` takes out the extra $\lambda$.

Now write the top row of $P_N$ as $(1,S_N,H_N)$, where $H_N$ is still to be found. For $N=0$ the row is $(1,0,0)$, which agrees with $S_0=0$. Multiplication by the next site matrix gives

$$(1,S_N,H_N)\,W_N=(1,\;a_N+\lambda S_N,\;h_N+S_Nb_N+H_N).$$

The first entry remains $1$, and the second is $S_{N+1}$ by the recursion just shown.

```lean
/-- The first two entries in the top row of the ordered product are the identity and the sum of
open interactions. -/
theorem first_row (lam : ℂ) (a b h : ℕ → A) (N : ℕ) :
    orderedProduct (siteMatrix lam a b h) N 0 0 = 1 ∧
      orderedProduct (siteMatrix lam a b h) N 0 1 = openString lam a N := by
  induction N with
  | zero => simp [orderedProduct, openString]
  | succ N ih =>
    obtain ⟨h0, h1⟩ := ih
    constructor
    · rw [orderedProduct_succ, Matrix.mul_apply, Fin.sum_univ_three, h0]
      simp [siteMatrix]
    · rw [orderedProduct_succ, Matrix.mul_apply, Fin.sum_univ_three, h0, h1, openString_succ]
      simp [siteMatrix, add_comm]
```

The induction carries both entries together, because the second needs the first. `Matrix.mul_apply` and `Fin.sum_univ_three` write out the row-times-column product as three terms, and `simp` inserts the entries of the site matrix.

The third entry of the row gives

$$H_{N+1}=H_N+h_N+S_Nb_N
=H_N+h_N+\sum_{i<N}\lambda^{N-i-1}a_ib_N .$$

The new site thus contributes its own term and closes every open interaction. Starting from $H_0=0$, the recursion adds up to

$$H_N=\sum_{k<N}h_k+\sum_{j<N}\sum_{i<j}\lambda^{j-i-1}a_ib_j .$$

```lean
/-- The top-right entry of the ordered product is the Hamiltonian with on-site terms `h k` and
couplings `lam ^ (j - i - 1) a i b j` between all pairs of sites `i < j`. -/
theorem mpo_hamiltonian (lam : ℂ) (a b h : ℕ → A) (N : ℕ) :
    orderedProduct (siteMatrix lam a b h) N 0 2 =
      ∑ k ∈ Finset.range N, h k +
        ∑ j ∈ Finset.range N, ∑ i ∈ Finset.range j, lam ^ (j - i - 1) • (a i * b j) := by
  induction N with
  | zero => simp [orderedProduct]
  | succ N ih =>
    -- the new site adds its own term and completes every open interaction
    have key : orderedProduct (siteMatrix lam a b h) (N + 1) 0 2 =
        h N + openString lam a N * b N + orderedProduct (siteMatrix lam a b h) N 0 2 := by
      rw [orderedProduct_succ, Matrix.mul_apply, Fin.sum_univ_three,
        (first_row lam a b h N).1, (first_row lam a b h N).2]
      simp [siteMatrix]
    have hs : openString lam a N * b N =
        ∑ i ∈ Finset.range N, lam ^ (N - i - 1) • (a i * b N) := by
      simp only [openString, Finset.sum_mul, smul_mul_assoc]
    rw [key, ih, hs, Finset.sum_range_succ, Finset.sum_range_succ]
    abel
```

In the proof, `key` is the recursion for $H_N$ and `hs` is the expansion of $S_Nb_N$. After the last terms of the outer sums are split off, `abel` reorders the addition.

The operator $a_i$ always stands to the left of $b_j$, and no commutation between sites is assumed. Nor is the result required to be Hermitian: "Hamiltonian" names its form, and Hermiticity depends on the operators and on $\lambda$. Bounded operators on an infinite-dimensional Hilbert space are covered, while unbounded ones need a common domain on which they form an algebra.

## An operator in place of $\lambda$

The number $\lambda$ commutes with everything in $A$, and the formula uses this when it moves the powers of $\lambda$ to the front. For a purely algebraic example of what can happen otherwise, let $A$ be the algebra of $2\times2$ matrices, so that all operators act on one and the same qubit and not on separate spins. Put the Pauli matrix $Z$ in the central entry of three successive matrices, with $a_0=X$, $b_2=1$ and all other $a_k,b_k,h_k$ zero. The top row then develops as

$$(1,X,0)\;\to\;(1,XZ,0)\;\to\;(1,XZ^2,XZ).$$

The top-right entry is $XZ$, whereas the formula with $\lambda$ replaced by $Z$ would give $ZX=-XZ$. In a general algebra the central entries therefore keep their place between $a_i$ and $b_j$. On a spin chain the situation is milder: with $Z_k$ acting on site $k$ as the central entry of $W_k$, the string $Z_{i+1}\cdots Z_{j-1}$, familiar from the Jordan–Wigner transformation, commutes with spin operators $a_i$ and $b_j$ on the two end sites and may be written on either side of them.

## Nearest neighbours and exponential decay

For $\lambda=0$ the factor $0^{\,j-i-1}$ is $1$ when $j=i+1$ and $0$ for every larger distance. On a chain of $N+1$ sites this leaves

$$\sum_{k\le N}h_k+\sum_{i<N}a_ib_{i+1}.$$

```lean
/-- For `lam = 0` the top-right entry is the sum of the on-site terms `h k` and the couplings
`a i b (i + 1)` between neighbouring sites, here on a chain of `N + 1` sites. -/
theorem nearest_neighbour (a b h : ℕ → A) (N : ℕ) :
    orderedProduct (siteMatrix 0 a b h) (N + 1) 0 2 =
      ∑ k ∈ Finset.range (N + 1), h k + ∑ i ∈ Finset.range N, a i * b (i + 1) := by
  rw [mpo_hamiltonian]
  congr 1
  rw [Finset.sum_range_succ']
  simp only [Finset.range_zero, Finset.sum_empty, add_zero]
  refine Finset.sum_congr rfl fun j _ => ?_
  -- a positive power of zero removes every pair that is not adjacent
  rw [Finset.sum_range_succ, Finset.sum_eq_zero, zero_add]
  · simp
  · intro i hi
    have hi' := Finset.mem_range.mp hi
    rw [zero_pow (by omega), zero_smul]
```

The site $j=0$ has no left neighbour, and `Finset.sum_range_succ'` removes its empty sum while shifting the others to $j+1$. The inner sum then keeps only its last term. For $N=0$ there is one site and no bond.

For exponential decay, let $J$ be the coupling strength and $\kappa$ the inverse decay length in units of the lattice spacing. Set $\lambda=e^{-\kappa}$, $a_k=Je^{-\kappa}X_k$ and $b_k=Y_k$, where $X_k$ and $Y_k$ are now arbitrary operators. Then

$$\lambda^{j-i-1}a_ib_j
=e^{-\kappa(j-i-1)}Je^{-\kappa}X_iY_j
=Je^{-\kappa(j-i)}X_iY_j .$$

The factor $e^{-\kappa}$ in $a_k$ supplies the one power that the sites in between do not. If it is left out, every coupling is multiplied by an unwanted factor $e^{\kappa}$.

```lean
/-- With `lam = exp (-κ)` and the strength `J exp (-κ)` put into the left operator, the couplings
are `J exp (-κ (j - i)) X i Y j`, for any complex `J` and `κ`. -/
theorem exponential_coupling (J κ : ℂ) (X Y h : ℕ → A) (N : ℕ) :
    orderedProduct (siteMatrix (Complex.exp (-κ))
        (fun k => (J * Complex.exp (-κ)) • X k) Y h) N 0 2 =
      ∑ k ∈ Finset.range N, h k + ∑ j ∈ Finset.range N, ∑ i ∈ Finset.range j,
        (J * Complex.exp (-(κ * ((j : ℂ) - (i : ℂ))))) • (X i * Y j) := by
  rw [mpo_hamiltonian]
  congr 1
  refine Finset.sum_congr rfl fun j _ => Finset.sum_congr rfl fun i hi => ?_
  have hi' := Finset.mem_range.mp hi
  obtain ⟨d, rfl⟩ : ∃ d, j = i + d + 1 := ⟨j - i - 1, by omega⟩
  have he : Complex.exp (-(κ * (((i + d + 1 : ℕ) : ℂ) - (i : ℂ)))) =
      Complex.exp (-κ) ^ d * Complex.exp (-κ) := by
    rw [← Complex.exp_nat_mul, ← Complex.exp_add]
    congr 1
    push_cast
    ring
  rw [he, show i + d + 1 - i - 1 = d by omega]
  simp only [smul_mul_assoc, smul_smul]
  congr 1
  ring
```

The proof writes $j=i+d+1$, where $d$ is the number of sites in between, so that the exponent is simply $d$. Both $J$ and $\kappa$ may be complex; the coupling decays with distance when the real part of $\kappa$ is positive.

## One channel for each exponential

Several decay factors $\lambda_s$, with $s$ in a finite set $m$, are given one waiting state each. The factors may coincide: a Heisenberg coupling that decays as a single exponential has three operator products for each pair of sites, and it can be written with three channels of equal $\lambda_s$, which makes the bond dimension five. With the start and end states listed first, the site matrix has the blocks

$$\begin{pmatrix}
\begin{matrix}1&h_k\\0&1\end{matrix}&\begin{matrix}a_{k,s}\\0\end{matrix}\\[2mm]
\begin{matrix}0&b_{k,s}\end{matrix}&\operatorname{diag}(\lambda_s)
\end{pmatrix},$$

and the bond dimension is $2+|m|$.

```lean
variable {m : Type*} [Fintype m] [DecidableEq m]

/-- The site matrix with several interaction channels `s`, each with its own factor `lam s` and
its own operators `a k s` and `b k s`. -/
def channelMatrix (lam : m → ℂ) (a b : ℕ → m → A) (h : ℕ → A) (k : ℕ) :
    Matrix (Fin 2 ⊕ m) (Fin 2 ⊕ m) A :=
  Matrix.fromBlocks !![1, h k; 0, 1] (Matrix.of ![a k, 0])
    (Matrix.of fun s => ![0, b k s]) (Matrix.diagonal fun s => lam s • 1)
```

The index type `Fin 2 ⊕ m` holds the two outer states as `Sum.inl 0` and `Sum.inl 1`, and the channels as `Sum.inr s`. The completed Hamiltonian is therefore found at `(Sum.inl 0) (Sum.inl 1)`. With a single channel this is the earlier matrix with its last two states exchanged.

The diagonal block keeps the channels apart, so each has its own open sum

$$S_N^{(s)}=\sum_{i<N}\lambda_s^{N-i-1}a_{i,s},\qquad
S_{N+1}^{(s)}=\lambda_sS_N^{(s)}+a_{N,s}.$$

```lean
/-- With several channels, the first row of the ordered product holds the identity and, for each
channel, its own sum of open interactions. -/
theorem channel_first_row (lam : m → ℂ) (a b : ℕ → m → A) (h : ℕ → A) (N : ℕ) :
    orderedProduct (channelMatrix lam a b h) N (Sum.inl 0) (Sum.inl 0) = 1 ∧
      ∀ s, orderedProduct (channelMatrix lam a b h) N (Sum.inl 0) (Sum.inr s) =
        openString (lam s) (fun k => a k s) N := by
  induction N with
  | zero => simp [orderedProduct, openString]
  | succ N ih =>
    obtain ⟨h0, h1⟩ := ih
    constructor
    · rw [orderedProduct_succ, Matrix.mul_apply, Fintype.sum_sum_type, Fin.sum_univ_two, h0]
      simp [channelMatrix]
    · intro s
      rw [orderedProduct_succ, Matrix.mul_apply, Fintype.sum_sum_type, Fin.sum_univ_two, h0,
        openString_succ]
      simp [channelMatrix, h1, Matrix.diagonal_apply, add_comm]
```

This is the earlier induction with the sum over bond states split into the two outer states and the channels.

A new site closes the open interactions of all channels:

$$H_{N+1}=H_N+h_N+\sum_sS_N^{(s)}b_{N,s}.$$

Inserting $S_N^{(s)}$ and summing over the sites gives

$$H_N=\sum_{k<N}h_k+\sum_{j<N}\sum_{i<j}\sum_s\lambda_s^{j-i-1}a_{i,s}b_{j,s}.$$

```lean
/-- With several channels, the corner entry of the ordered product is the Hamiltonian whose
coupling between sites `i < j` is the sum over `s` of `lam s ^ (j - i - 1) a i s b j s`. -/
theorem channel_hamiltonian (lam : m → ℂ) (a b : ℕ → m → A) (h : ℕ → A) (N : ℕ) :
    orderedProduct (channelMatrix lam a b h) N (Sum.inl 0) (Sum.inl 1) =
      ∑ k ∈ Finset.range N, h k + ∑ j ∈ Finset.range N, ∑ i ∈ Finset.range j,
        ∑ s, lam s ^ (j - i - 1) • (a i s * b j s) := by
  induction N with
  | zero => simp [orderedProduct]
  | succ N ih =>
    have key : orderedProduct (channelMatrix lam a b h) (N + 1) (Sum.inl 0) (Sum.inl 1) =
        h N + orderedProduct (channelMatrix lam a b h) N (Sum.inl 0) (Sum.inl 1) +
          ∑ s, openString (lam s) (fun k => a k s) N * b N s := by
      rw [orderedProduct_succ, Matrix.mul_apply, Fintype.sum_sum_type, Fin.sum_univ_two,
        (channel_first_row lam a b h N).1]
      simp [channelMatrix, (channel_first_row lam a b h N).2]
    have hs : ∑ s, openString (lam s) (fun k => a k s) N * b N s =
        ∑ i ∈ Finset.range N, ∑ s, lam s ^ (N - i - 1) • (a i s * b N s) := by
      simp only [openString, Finset.sum_mul, smul_mul_assoc]
      exact Finset.sum_comm
    rw [key, ih, hs, Finset.sum_range_succ, Finset.sum_range_succ]
    abel
```

The one new step is `Finset.sum_comm`, which exchanges the sums over channels and sites. If there are no channels, only the on-site terms remain.

Finally, let all channels share the operators $X_k$ and $Y_k$, and let the numbers $c_s$ be the weights of the exponentials in the coupling. With $a_{k,s}=c_s\lambda_sX_k$ and $b_{k,s}=Y_k$,

$$\sum_s\lambda_s^{j-i-1}c_s\lambda_s\,X_iY_j
=\Big(\sum_sc_s\lambda_s^{j-i}\Big)X_iY_j .$$

A power-law coupling can be treated in this way after it has been fitted by finitely many exponentials over the distances on the chain. The theorem gives the operator for the fitted profile, and the error of the fit has to be judged separately. A channel with $\lambda_s=0$ contributes nothing in this parametrisation; in the general channel matrix, where $a_{k,s}$ is chosen directly, such a channel can carry a separate nearest-neighbour term.

```lean
/-- Every coupling profile that is a finite sum of exponentials, `∑ s, c s * lam s ^ (j - i)`,
is produced by a matrix product operator with one channel for each exponential. -/
theorem sum_of_exponentials (c lam : m → ℂ) (X Y h : ℕ → A) (N : ℕ) :
    orderedProduct (channelMatrix lam (fun k s => (c s * lam s) • X k) (fun k _ => Y k) h) N
        (Sum.inl 0) (Sum.inl 1) =
      ∑ k ∈ Finset.range N, h k + ∑ j ∈ Finset.range N, ∑ i ∈ Finset.range j,
        (∑ s, c s * lam s ^ (j - i)) • (X i * Y j) := by
  rw [channel_hamiltonian]
  congr 1
  refine Finset.sum_congr rfl fun j _ => Finset.sum_congr rfl fun i hi => ?_
  have hi' := Finset.mem_range.mp hi
  obtain ⟨d, rfl⟩ : ∃ d, j = i + d + 1 := ⟨j - i - 1, by omega⟩
  rw [Finset.sum_smul, show i + d + 1 - i - 1 = d by omega, show i + d + 1 - i = d + 1 by omega]
  refine Finset.sum_congr rfl fun s _ => ?_
  simp only [smul_mul_assoc, smul_smul]
  congr 1
  ring

end MatrixProductHamiltonian
```

```lean
#print axioms MatrixProductHamiltonian.nearest_neighbour
-- 'MatrixProductHamiltonian.nearest_neighbour' depends on axioms: [propext, Classical.choice, Quot.sound]
#print axioms MatrixProductHamiltonian.exponential_coupling
-- 'MatrixProductHamiltonian.exponential_coupling' depends on axioms: [propext, Classical.choice, Quot.sound]
#print axioms MatrixProductHamiltonian.sum_of_exponentials
-- 'MatrixProductHamiltonian.sum_of_exponentials' depends on axioms: [propext, Classical.choice, Quot.sound]
```
